# A two-state intruder model whose polarization series diverges at full coupling

Suppose the interaction energy of two molecules is computed by adding perturbation corrections order by order, and the sum is read as the energy at full interaction. If the series diverges there, each further order is finite and computable, yet the sums settle on nothing. This can happen even when the exact energies at full interaction are perfectly ordinary real numbers.

In symmetry-adapted perturbation theory (SAPT), the polarization series expands the energy of $H_0+zV$ in powers of $z$, where $H_0$ describes the separate monomers, $V$ is their interaction and $z=1$ is the physical case. Below, two states stand in for the dimer: a reference state and an intruder, which starts above it by a gap $g>0$ and is lowered by $V$. If the lowering $w$ exceeds $g$ and the coupling $v$ is nonzero, the series diverges at $z=1$.

## The model and its energies

```lean
import Mathlib

open Filter Topology Metric Matrix

namespace IntruderState

noncomputable section

/-- The two-state Hamiltonian with gap `g`, intruder shift `w` and coupling `v`, at
perturbation strength `z`. -/
def H (g w v : ℝ) (z : ℂ) : Matrix (Fin 2) (Fin 2) ℂ :=
  !![0, z * v; z * v, g - z * w]
```

In ordinary notation,
$$H(z)=\begin{pmatrix}0&zv\\zv&g-zw\end{pmatrix}.$$
The parameters are real, but $z$ is complex, because convergence is decided in the complex plane. For real $z$ the matrix is Hermitian. The condition $w>g$, which enters later, says that the intruder's diagonal energy drops below the reference before $z=1$.

```lean
/-- `E` is an eigenvalue of `H(z)`, with a nonzero eigenvector. -/
def IsEnergy (g w v : ℝ) (z E : ℂ) : Prop :=
  ∃ x : Fin 2 → ℂ, x ≠ 0 ∧ H g w v z *ᵥ x = E • x
```

`IsEnergy g w v z E` says that $H(z)x=Ex$ for some nonzero vector $x$, which need not be normalised. The symbol `*ᵥ` applies a matrix to a vector, and `•` multiplies by a number. Either eigenvalue counts, and it may be complex.

```lean
/-- The discriminant of the characteristic polynomial of `H(z)`. -/
def disc (g w v : ℝ) (z : ℂ) : ℂ := (g - z * w) ^ 2 + 4 * z ^ 2 * v ^ 2
```

Here `disc` means discriminant, not disk: $\mathrm{disc}(z)=(g-zw)^2+4z^2v^2$.

```lean
/-- The complex number `w + 2iv` built from the intruder shift and the coupling. -/
def slope (w v : ℝ) : ℂ := w + 2 * v * Complex.I
```

Write $s=w+2iv$ for `slope w v`. Its conjugate $\bar s=w-2iv$ is `slope w (-v)`.

```lean
/-- The point `g / (w + 2iv)`, for `w` and `v` not both zero. -/
def branchPoint (g w v : ℝ) : ℂ := g / slope w v
```

This is the point $g/s$, where the two energies will turn out to meet.

```lean
/-- The radius `g / √(w² + 4v²)`, for `w` and `v` not both zero. -/
def rho (g w v : ℝ) : ℝ := g / Real.sqrt (w ^ 2 + 4 * v ^ 2)
```

The letter $\rho=g/\sqrt{w^2+4v^2}$ is a radius in the $z$ plane, not a density.

```lean
/-- The power series with coefficients `a` converges to an eigenvalue of `H(z)` for all
`z` near zero. -/
def IsPolarizationSeries (g w v : ℝ) (a : ℕ → ℂ) : Prop :=
  ∀ᶠ z in 𝓝 (0 : ℂ), ∃ E, HasSum (fun n => a n * z ^ n) E ∧ IsEnergy g w v z E
```

The coefficients $a_n$ form a polarization series if, for every $z$ close enough to 0 (`∀ᶠ z in 𝓝 0`), $\sum_n a_nz^n$ converges to an eigenvalue of $H(z)$. This is broader than the usual term, since a series for the upper state qualifies too.

## Where the two energies meet

```lean
/-- `E` is an eigenvalue of `H(z)` exactly when `2E - (g - zw)` is a square root of the
discriminant. -/
theorem isEnergy_iff (g w v : ℝ) (z E : ℂ) :
    IsEnergy g w v z E ↔ (2 * E - (g - z * w)) ^ 2 = disc g w v z := by
  have key : ∀ x : Fin 2 → ℂ,
      !![-E, z * v; z * v, g - z * w - E] *ᵥ x = H g w v z *ᵥ x - E • x := by
    intro x
    ext i
    fin_cases i <;> simp [H, Matrix.mulVec, dotProduct, Fin.sum_univ_two] <;> ring
  have hdet := Matrix.exists_mulVec_eq_zero_iff
    (M := !![-E, z * v; z * v, g - z * w - E])
  simp only [key, sub_eq_zero] at hdet
  unfold IsEnergy
  rw [hdet, Matrix.det_fin_two_of]
  unfold disc
  constructor <;> intro h
  · linear_combination 4 * h
  · linear_combination h / 4
```

By hand, $\det(H(z)-E)=0$ reads
$$E^2-(g-zw)E-z^2v^2=0.$$
Multiplying by 4 and completing the square gives $(2E-(g-zw))^2=\mathrm{disc}(z)$. In Lean, `key` identifies the displayed matrix with $H(z)-E$, a library lemma equates a nonzero null vector with a zero determinant, and `linear_combination` does the algebra.

```lean
/-- The discriminant is a product of two factors linear in `z`. -/
theorem disc_factor (g w v : ℝ) (z : ℂ) :
    disc g w v z = (g - z * slope w v) * (g - z * slope w (-v)) := by
  unfold disc slope
  push_cast
  linear_combination (4 * z ^ 2 * v ^ 2) * Complex.I_sq
```

Since $i^2=-1$, the sum of squares splits: $\mathrm{disc}(z)=(g-zs)(g-z\bar s)$.

```lean
/-- The modulus of `w + 2iv` is `√(w² + 4v²)`. -/
theorem norm_slope (w v : ℝ) : ‖slope w v‖ = Real.sqrt (w ^ 2 + 4 * v ^ 2) := by
  have h := Complex.norm_add_mul_I w (2 * v)
  have h2 : w ^ 2 + (2 * v) ^ 2 = w ^ 2 + 4 * v ^ 2 := by ring
  rw [h2] at h
  rw [← h]
  unfold slope
  push_cast
  rfl
```

This is $|s|=\sqrt{w^2+(2v)^2}$.

```lean
/-- For `g > 0` and `v ≠ 0` the discriminant vanishes at the branch point, which lies at
distance `rho` from the origin. -/
theorem branchPoint_spec {g w v : ℝ} (hg : 0 < g) (hv : v ≠ 0) :
    disc g w v (branchPoint g w v) = 0 ∧ ‖branchPoint g w v‖ = rho g w v := by
  have hs : 0 < Real.sqrt (w ^ 2 + 4 * v ^ 2) := Real.sqrt_pos.2 (by positivity)
  have hk : slope w v ≠ 0 := norm_pos_iff.1 (by rw [norm_slope]; exact hs)
  constructor
  · rw [disc_factor, branchPoint, div_mul_cancel₀ _ hk, sub_self, zero_mul]
  · rw [branchPoint, norm_div, norm_slope, Complex.norm_real, Real.norm_of_nonneg hg.le, rho]
```

At $z_0=g/s$ the first factor vanishes, and $|z_0|=g/|s|=\rho$.

```lean
/-- If `0 < g < w`, then `rho < 1`. -/
theorem rho_lt_one {g w : ℝ} (v : ℝ) (hg : 0 < g) (hgw : g < w) : rho g w v < 1 := by
  have h : g < Real.sqrt (w ^ 2 + 4 * v ^ 2) :=
    Real.lt_sqrt_of_sq_lt (by nlinarith [sq_nonneg v])
  exact (div_lt_one (hg.trans h)).2 h
```

If $0<g<w$, then $g^2<w^2\le w^2+4v^2$, so $\rho<1$.

## No holomorphic energy beyond the radius

```lean
/-- For `g > 0` and `v ≠ 0`, no function holomorphic on a disc about zero of radius above
`rho` is an eigenvalue of `H(z)` throughout that disc. -/
theorem no_holomorphic_energy {g w v R : ℝ} (hg : 0 < g) (hv : v ≠ 0)
    (hR : rho g w v < R) :
    ¬ ∃ E : ℂ → ℂ, DifferentiableOn ℂ E (ball 0 R) ∧
      ∀ z ∈ ball (0 : ℂ) R, IsEnergy g w v z (E z) := by
  rintro ⟨E, hE, hval⟩
  obtain ⟨hd, hn⟩ := branchPoint_spec (w := w) hg hv
  have hs : 0 < Real.sqrt (w ^ 2 + 4 * v ^ 2) := Real.sqrt_pos.2 (by positivity)
  have hk : slope w v ≠ 0 := norm_pos_iff.1 (by rw [norm_slope]; exact hs)
  have hz0 : branchPoint g w v * slope w v = g := div_mul_cancel₀ _ hk
  generalize branchPoint g w v = z0 at hd hn hz0
  have hmem : z0 ∈ ball (0 : ℂ) R := mem_ball_zero_iff.2 (hn ▸ hR)
  have hEd := (hE.differentiableAt (isOpen_ball.mem_nhds hmem)).hasDerivAt
  obtain ⟨f, hf⟩ : ∃ f : ℂ → ℂ, ∀ z, f z = 2 * E z - (g - z * w) := ⟨_, fun _ => rfl⟩
  have hsq : ∀ z ∈ ball (0 : ℂ) R, f z ^ 2 = disc g w v z := fun z hz => by
    rw [hf]; exact (isEnergy_iff g w v z (E z)).1 (hval z hz)
  have hf0 : f z0 = 0 := pow_eq_zero_iff (two_ne_zero) |>.1 ((hsq z0 hmem).trans hd)
  have hl : ∀ k : ℂ, HasDerivAt (fun z : ℂ => (g : ℂ) - z * k) (-k) z0 := fun k =>
    (((hasDerivAt_id' z0).mul_const k).const_sub (g : ℂ)).congr_deriv (by ring)
  have h1 : HasDerivAt f (2 * deriv E z0 - -(w : ℂ)) z0 := by
    rw [funext hf]
    exact (hEd.const_mul 2).fun_sub (hl w)
  -- since `f` vanishes at `z0`, the derivative of `f ^ 2` there is zero
  have h2 : HasDerivAt (fun z => f z ^ 2) 0 z0 :=
    (h1.fun_pow 2).congr_deriv (by simp [hf0])
  -- the factored discriminant has derivative `-4igv` at `z0`
  have h3 : HasDerivAt (fun z : ℂ => ((g : ℂ) - z * slope w v) * (g - z * slope w (-v)))
      (-(4 * g * v * Complex.I)) z0 := by
    refine ((hl _).fun_mul (hl _)).congr_deriv ?_
    have hk2 : slope w v - slope w (-v) = 4 * v * Complex.I := by
      unfold slope; push_cast; ring
    linear_combination 2 * slope w (-v) * hz0 - g * hk2
  have hev : (fun z => f z ^ 2) =ᶠ[𝓝 z0]
      (fun z : ℂ => ((g : ℂ) - z * slope w v) * (g - z * slope w (-v))) := by
    filter_upwards [isOpen_ball.mem_nhds hmem] with z hz
    rw [hsq z hz, disc_factor]
  have hu := h2.unique (h3.congr_of_eventuallyEq hev)
  have hne : (4 * g * v * Complex.I : ℂ) ≠ 0 := by simp [hg.ne', hv]
  exact hne (by linear_combination hu)
```

Suppose $E(z)$ is holomorphic for $|z|<R$, with $R>\rho$, and is an eigenvalue throughout. Put $f(z)=2E(z)-(g-zw)$, so that $f^2=\mathrm{disc}$. At $z_0$ the discriminant is zero, hence $f(z_0)=0$ and
$$(f^2)'(z_0)=2f(z_0)f'(z_0)=0.$$
The product rule, with $z_0s=g$, gives instead
$$\mathrm{disc}'(z_0)=-s(g-z_0\bar s)=-g(s-\bar s)=-4igv\neq0.$$
The two derivatives contradict each other. They are `h2` and `h3` in the code; `hev` says that the two functions agree near $z_0$, and `unique` forces their derivatives to be equal.

The coupling matters here: for $v=0$ the energies are $0$ and $g-zw$, holomorphic everywhere.

## A convergent series inside the radius

```lean
/-- For `g > 0` and `v ≠ 0`, some holomorphic function on the disc of radius `rho` vanishes
at zero and is an eigenvalue of `H(z)` throughout the disc. -/
theorem holomorphic_energy_inside {g w v : ℝ} (hg : 0 < g) (hv : v ≠ 0) :
    ∃ E : ℂ → ℂ, DifferentiableOn ℂ E (ball 0 (rho g w v)) ∧ E 0 = 0 ∧
      ∀ z ∈ ball (0 : ℂ) (rho g w v), IsEnergy g w v z (E z) := by
  have hs : 0 < Real.sqrt (w ^ 2 + 4 * v ^ 2) := Real.sqrt_pos.2 (by positivity)
  have hgc : (g : ℂ) ≠ 0 := by exact_mod_cast hg.ne'
  -- both factors `1 - z * slope w (±v) / g` stay off the logarithm's cut
  have key : ∀ u : ℝ, u ^ 2 = v ^ 2 → ∀ z ∈ ball (0 : ℂ) (rho g w v),
      1 - z * slope w u / g ∈ Complex.slitPlane := by
    intro u hu z hz
    have hz' : ‖z‖ < g / Real.sqrt (w ^ 2 + 4 * v ^ 2) := mem_ball_zero_iff.1 hz
    have hn : ‖z * slope w u / g‖ < 1 := by
      rw [norm_div, norm_mul, norm_slope, hu, Complex.norm_real,
        Real.norm_of_nonneg hg.le, div_lt_one hg]
      exact (lt_div_iff₀ hs).1 hz'
    have hre := (le_abs_self _).trans (Complex.abs_re_le_norm (z * slope w u / g))
    refine Complex.mem_slitPlane_iff.2 (Or.inl ?_)
    rw [Complex.sub_re, Complex.one_re]
    linarith
  have hlog : ∀ u : ℝ, u ^ 2 = v ^ 2 → DifferentiableOn ℂ
      (fun z : ℂ => Complex.log (1 - z * slope w u / g)) (ball 0 (rho g w v)) :=
    fun u hu => DifferentiableOn.clog (by fun_prop) (key u hu)
  obtain ⟨X, hX⟩ : ∃ X : ℂ → ℂ, ∀ z, X z = Complex.exp ((Complex.log (1 - z * slope w v / g)
      + Complex.log (1 - z * slope w (-v) / g)) / 2) := ⟨_, fun _ => rfl⟩
  have hXd : DifferentiableOn ℂ X (ball 0 (rho g w v)) := by
    rw [funext hX]
    exact (((hlog v rfl).fun_add (hlog (-v) (neg_sq v))).div_const 2).cexp
  refine ⟨fun z => (g - z * w - g * X z) / 2, by fun_prop, by simp [hX], ?_⟩
  intro z hz
  have hXX : X z * X z = (1 - z * slope w v / g) * (1 - z * slope w (-v) / g) := by
    rw [hX, ← Complex.exp_add, add_halves, Complex.exp_add,
      Complex.exp_log (Complex.slitPlane_ne_zero (key v rfl z hz)),
      Complex.exp_log (Complex.slitPlane_ne_zero (key (-v) (neg_sq v) z hz))]
  have hp : (g : ℂ) ^ 2 * ((1 - z * slope w v / g) * (1 - z * slope w (-v) / g))
      = (g - z * slope w v) * (g - z * slope w (-v)) := by
    field_simp
  rw [isEnergy_iff, disc_factor]
  linear_combination (g : ℂ) ^ 2 * hXX + hp
```

For $|z|<\rho$ we have $|zs/g|<1$ and $|z\bar s/g|<1$, so $1-zs/g$ and $1-z\bar s/g$ have positive real part. The principal logarithm is holomorphic there, and
$$X(z)=\exp\tfrac12\left[\log(1-zs/g)+\log(1-z\bar s/g)\right]$$
satisfies $g^2X^2=\mathrm{disc}$. The energy is $E=(g-zw-gX)/2$, and $X(0)=1$ gives $E(0)=0$. In the code, `key` keeps both factors off the logarithm's cut, and `hXX` computes $X^2$.

```lean
/-- For `g > 0` and `v ≠ 0` there is a polarization series with zero constant term that
converges whenever `|z| < rho`. -/
theorem exists_polarization_series {g w v : ℝ} (hg : 0 < g) (hv : v ≠ 0) :
    ∃ a : ℕ → ℂ, a 0 = 0 ∧ IsPolarizationSeries g w v a ∧
      ∀ z : ℂ, ‖z‖ < rho g w v → Summable (fun n => a n * z ^ n) := by
  obtain ⟨E, hE, hE0, hval⟩ := holomorphic_energy_inside (w := w) hg hv
  have hpos : 0 < rho g w v := div_pos hg (Real.sqrt_pos.2 (by positivity))
  have hT : ∀ z ∈ ball (0 : ℂ) (rho g w v),
      HasSum (fun n => ((n.factorial : ℂ)⁻¹ * iteratedDeriv n E 0) * z ^ n) (E z) := by
    intro z hz
    have h := Complex.hasSum_taylorSeries_on_ball hE hz
    refine Eq.subst (motive := fun f : ℕ → ℂ => HasSum f (E z)) (funext fun n => ?_) h
    simp only [sub_zero, smul_eq_mul]
    ring
  refine ⟨fun n => (n.factorial : ℂ)⁻¹ * iteratedDeriv n E 0, by simp [hE0], ?_,
    fun z hz => (hT z (mem_ball_zero_iff.2 hz)).summable⟩
  filter_upwards [ball_mem_nhds (0 : ℂ) hpos] with z hz
  exact ⟨E z, hT z hz, hval z hz⟩
```

The Taylor coefficients $a_n=E^{(n)}(0)/n!$ of this energy give a polarization series with $a_0=0$ that converges for $|z|<\rho$.

## Divergence outside it

```lean
/-- For `g > 0` and `v ≠ 0`, the terms of any polarization series are unbounded at every
`z` with `|z| > rho`. -/
theorem polarization_terms_unbounded {g w v : ℝ} (hg : 0 < g) (hv : v ≠ 0) {a : ℕ → ℂ}
    (ha : IsPolarizationSeries g w v a) {z : ℂ} (hz : rho g w v < ‖z‖) :
    ¬ ∃ C : ℝ, ∀ n, ‖a n * z ^ n‖ ≤ C := by
  rintro ⟨C, hC⟩
  obtain ⟨r, hr, hrz⟩ := exists_between hz
  have hr0 : 0 < r := (div_pos hg (Real.sqrt_pos.2 (by positivity))).trans hr
  have hz0 : 0 < ‖z‖ := hr0.trans hrz
  obtain ⟨F, hF⟩ : ∃ F : ℂ → ℂ, ∀ x, F x = ∑' n, a n * x ^ n := ⟨_, fun _ => rfl⟩
  -- comparison with a geometric series makes the sum holomorphic
  have hFd : DifferentiableOn ℂ F (ball 0 r) := by
    rw [funext hF]
    refine Complex.differentiableOn_tsum_of_summable_norm (u := fun n => C * (r / ‖z‖) ^ n)
      ((summable_geometric_of_lt_one (by positivity) ((div_lt_one hz0).2 hrz)).mul_left C)
      (fun n => by fun_prop) isOpen_ball ?_
    intro n x hx
    have hx' : ‖x‖ ≤ r := (mem_ball_zero_iff.1 hx).le
    calc ‖a n * x ^ n‖ = ‖a n‖ * ‖x‖ ^ n := by rw [norm_mul, norm_pow]
      _ ≤ ‖a n‖ * r ^ n := by gcongr
      _ = ‖a n * z ^ n‖ * (r / ‖z‖) ^ n := by
        rw [norm_mul, norm_pow, mul_assoc, ← mul_pow, mul_div_cancel₀ _ hz0.ne']
      _ ≤ C * (r / ‖z‖) ^ n := mul_le_mul_of_nonneg_right (hC n) (by positivity)
  have hG : DifferentiableOn ℂ (fun x => (2 * F x - (g - x * w)) ^ 2 - disc g w v x)
      (ball 0 r) := by
    unfold disc
    fun_prop
  -- the characteristic equation continues from near zero to the whole disc
  have hzero := (hG.analyticOnNhd isOpen_ball).eqOn_zero_of_preconnected_of_eventuallyEq_zero
    (convex_ball (0 : ℂ) r).isPreconnected (mem_ball_self hr0) (by
      filter_upwards [ha] with x hx
      obtain ⟨e, he, hen⟩ := hx
      have hFe : F x = e := (hF x).trans he.tsum_eq
      simp only [Pi.zero_apply, hFe]
      exact sub_eq_zero.2 ((isEnergy_iff g w v x e).1 hen))
  exact no_holomorphic_energy hg hv hr
    ⟨F, hFd, fun x hx => (isEnergy_iff g w v x (F x)).2 (sub_eq_zero.1 (hzero hx))⟩
```

Suppose $|a_nz^n|\le C$ for all $n$ at some $|z|>\rho$. Choose $r$ with $\rho<r<|z|$. For $|x|<r$,
$$|a_nx^n|\le C\,(r/|z|)^n,$$
so comparison with a geometric series makes $F(x)=\sum_n a_nx^n$ holomorphic on $|x|<r$ (`hFd`). The function $(2F(x)-(g-xw))^2-\mathrm{disc}(x)$ vanishes near 0, and by the identity theorem it vanishes on the whole disk (`hzero`). Then $F$ is a holomorphic energy on a disk larger than $\rho$, which was just excluded.

```lean
/-- If `0 < g < w` and `v ≠ 0`, the partial sums of any polarization series have no limit
at `z = 1`. -/
theorem polarization_diverges_at_one {g w v : ℝ} (hg : 0 < g) (hgw : g < w) (hv : v ≠ 0)
    {a : ℕ → ℂ} (ha : IsPolarizationSeries g w v a) :
    ¬ ∃ L : ℂ, Tendsto (fun N => ∑ n ∈ Finset.range N, a n) atTop (𝓝 L) := by
  rintro ⟨L, hL⟩
  have h0 : Tendsto a atTop (𝓝 (L - L)) := by
    refine ((hL.comp (tendsto_add_atTop_nat 1)).sub hL).congr fun n => ?_
    simp [Finset.sum_range_succ]
  obtain ⟨C, hC⟩ := h0.norm.bddAbove_range
  refine polarization_terms_unbounded hg hv ha (z := 1)
    (by rw [norm_one]; exact rho_lt_one v hg hgw) ⟨C, fun n => ?_⟩
  rw [one_pow, mul_one]
  exact hC ⟨n, rfl⟩

end

end IntruderState
```

If the partial sums $a_0+\dots+a_{N-1}$ had a limit, consecutive sums would differ by less and less, so $a_n\to0$ and the terms would be bounded at $z=1$. But $1>\rho$, so they are unbounded.

```lean
#print axioms IntruderState.exists_polarization_series
-- 'IntruderState.exists_polarization_series' depends on axioms: [propext, Classical.choice, Quot.sound]
#print axioms IntruderState.polarization_diverges_at_one
-- 'IntruderState.polarization_diverges_at_one' depends on axioms: [propext, Classical.choice, Quot.sound]
```

For SAPT, this two-state model shows that the existence of an exact energy at $z=1$ does not ensure that the polarization series reaches it. The model does not settle what happens in a real dimer. The same argument would apply there if, with the many other states and the continuum included, the reference state's own energy still had such a singularity within $|z|<1$.

## Numbers for one intruder

Take $g=1$, $w=3$, $v=2$. Then $s=3+4i$, $|s|=5$ and $\rho=1/5$. The characteristic equation becomes
$$E=E^2+3zE-4z^2,$$
and matching powers of $z$, starting from $E(0)=0$, gives
$$E=-4z^2-12z^3-20z^4+36z^5+412z^6+\cdots$$
At $z=1$ the sums through orders 2 to 6 are $-4,\,-16,\,-36,\,0,\,412$. The exact energies there solve $E^2+2E-4=0$, so they are $-1\pm\sqrt5$, about $1.24$ and $-3.24$.
